# The formal partial derivative of a real polynomial in finitely many variables equals its analytic partial derivative

Take a polynomial with real coefficients in `n` real variables, for instance a potential energy that is polynomial in `n` coordinates. The theorem says that if all coordinates but the `i`-th are held fixed at a point `x`, the polynomial is differentiable in that coordinate at `x i`, and its derivative is the value at `x` of the formal partial derivative `pderiv i p`. Nothing is assumed of the polynomial's degree or of the point. The proof is by induction on the polynomial: constants, sums, and products with a single variable, where the product rule is used.

Lean 4 with Mathlib refuses this proof:

```lean
import Mathlib

open MvPolynomial

namespace HasDerivAtEval

noncomputable section

variable {n l : ℕ}

/-- The formal partial derivative of a polynomial is its analytic partial derivative. -/
theorem hasDerivAt_eval (p : MvPolynomial (Fin n) ℝ) (x : Fin n → ℝ) (i : Fin n) :
    HasDerivAt (fun t => eval (Function.update x i t) p) (eval x (pderiv i p)) (x i) := by
  induction p using MvPolynomial.induction_on with
  | C c =>
    simp only [eval_C, pderiv_C, map_zero]
    exact hasDerivAt_const _ _
  | add p q hp hq =>
    simp only [map_add]
    exact hp.fun_add hq
  | mul_X p j hp =>
    have hX : HasDerivAt (fun t => Function.update x i t j)
        (eval x (pderiv i (X j))) (x i) := by
      by_cases h : j = i
      · subst h
        simp only [Function.update_self, pderiv_X_self, map_one]
        exact hasDerivAt_id' _
      · simp only [Function.update_of_ne h, pderiv_X_of_ne h, map_zero]
        exact hasDerivAt_const _ _
    have h := hp.fun_mul hX
    simp only [Function.update_eq_self] at h
    simp only [map_mul, eval_X]
    convert h using 1
    simp only [pderiv_mul, map_add, map_mul, eval_X]

end

end HasDerivAtEval
```

Messages:

```
Main.lean:34:4: error: `simp` made no progress
```

The error is at the last `simp only`, in the product case. It means that the listed lemmas found nothing to rewrite in the goal before them.

The goal intended there was the equation between the formal derivative of `p * X j` and the product-rule expression in `h`. The lemmas do suit that equation: in the repair the same `simp only` proves it. So the first goal left by `convert h using 1` must have been a different one. The message does not print it, so its exact form is not shown; a mismatch between the instances implicit in the two `HasDerivAt` statements is a possible source.

The repair no longer leaves the choice of goal to `convert`. It states the intended equation as `e` and proves it with the old lemmas. Then `h.congr_deriv e.symm` replaces the derivative value in `h` by the one the theorem asks for, and `exact` checks the result against the goal up to definitional equality.

After these edits no error is left:

```diff
@@ -31,6 +31,8 @@
     simp only [Function.update_eq_self] at h
     simp only [map_mul, eval_X]
-    convert h using 1
-    simp only [pderiv_mul, map_add, map_mul, eval_X]
+    have e : eval x (pderiv i (p * X j)) =
+        eval x (pderiv i p) * x j + eval x p * eval x (pderiv i (X j)) := by
+      simp only [pderiv_mul, map_add, map_mul, eval_X]
+    exact h.congr_deriv e.symm
 
 end
```
